# Any finite set of wave vectors is covered by the stars of finitely many inequivalent representatives

The star of a wave vector is its orbit under a symmetry group, here a finite group `G` acting additively on an abelian group `A` of wave vectors. The theorem says that for every finite set `T` in `A` there is a finite set `R` whose members lie in pairwise different stars, such that each vector of `T` lies in the star of some member of `R`. It does not require `R` to be part of `T`, and two wave vectors count as equal only if they are equal in `A`. The proof is by induction on `T`: a new vector `x` that already lies in the star of a representative leaves `R` unchanged, and otherwise `x` is added to `R`.

An attempt in Lean 4 with a fault in it:

```lean
import Mathlib

open Finset

namespace ExistsRepresentatives

variable {A : Type*} [AddCommGroup A] [DecidableEq A]

variable (G : Type*) [Group G] [Fintype G] [DistribMulAction G A]

/-- The orbit of the wave vector `k` under the finite group `G`. -/
def starSet (k : A) : Finset A := univ.image (fun g : G => g • k)

/-- The vectors in the finite set `R` lie in pairwise different orbits. -/
def Inequivalent (R : Finset A) : Prop := ∀ m ∈ R, ∀ n ∈ R, n ∈ starSet G m → n = m

variable {G}

lemma mem_starSet {a k : A} : a ∈ starSet G k ↔ ∃ g : G, g • k = a := by
  simp [starSet]

lemma mem_symm {a k : A} (h : a ∈ starSet G k) : k ∈ starSet G a := by
  obtain ⟨u, rfl⟩ := mem_starSet.1 h
  exact mem_starSet.2 ⟨u⁻¹, inv_smul_smul u k⟩

/-- Every finite set of wave vectors has a finite list of inequivalent representatives. -/
theorem exists_representatives (T : Finset A) :
    ∃ R : Finset A, Inequivalent G R ∧ ∀ x ∈ T, ∃ m ∈ R, x ∈ starSet G m := by
  induction T using Finset.induction_on with
  | empty => exact ⟨∅, by simp [Inequivalent], by simp⟩
  | insert x T _ ih =>
    obtain ⟨R, hR, hT⟩ := ih
    by_cases hx : ∃ m ∈ R, x ∈ starSet G m
    · refine ⟨R, hR, fun y hy => ?_⟩
      rcases mem_insert.1 hy with rfl | hy
      · exact hx
      · exact hT y hy
    · -- a vector not yet represented is added to the list
      refine ⟨insert x R, fun m hm n hn h => ?_, fun y hy => ?_⟩
      · rcases mem_insert.1 hm with rfl | hm <;> rcases mem_insert.1 hn with rfl | hn
        · rfl
        · exact absurd ⟨n, hn, mem_symm h⟩ hx
        · exact absurd ⟨m, hm, h⟩ hx
        · exact hR m hm n hn h
      · rcases mem_insert.1 hy with rfl | hy
        · exact ⟨y, mem_insert_self _ _, mem_starSet.2 ⟨1, one_smul G y⟩⟩
        · obtain ⟨m, hm, h⟩ := hT y hy
          exact ⟨m, mem_insert_of_mem hm, h⟩

end ExistsRepresentatives
```

The error:

```
Main.lean:43:27: error: Application type mismatch: The argument
  hm
has type
  m ∈ insert n R
but is expected to have type
  m ∈ R
in the application
  And.intro hm
```

Diagnosis. The error is in the case where `m` is an old representative and `n` is the new vector `x`. The proof needs `m ∈ R`, but `hm` there says only `m ∈ insert n R`.

Two hypotheses were called `hm`. The first `rcases` adds `hm : m ∈ R` but keeps the original `hm : m ∈ insert x R`, which is at first hidden by the newer one. The `rfl` pattern for `n = x` then replaces `x` by `n`. The original hypothesis mentions `x`, so it is taken out and put back in its new form, after `hm : m ∈ R`, which does not mention `x`. The name `hm` now finds the wrong one.

The repair calls the membership in `R` `hm'`, so the order no longer matters. The last case must use the new name too, though it had no error before. Renaming `hn` to `hn'` is mere tidying, as no substitution follows the step that introduces it.

The mended proof, as a diff:

```diff
@@ -38,9 +38,9 @@
     · -- a vector not yet represented is added to the list
       refine ⟨insert x R, fun m hm n hn h => ?_, fun y hy => ?_⟩
-      · rcases mem_insert.1 hm with rfl | hm <;> rcases mem_insert.1 hn with rfl | hn
+      · rcases mem_insert.1 hm with rfl | hm' <;> rcases mem_insert.1 hn with rfl | hn'
         · rfl
-        · exact absurd ⟨n, hn, mem_symm h⟩ hx
-        · exact absurd ⟨m, hm, h⟩ hx
-        · exact hR m hm n hn h
+        · exact absurd ⟨n, hn', mem_symm h⟩ hx
+        · exact absurd ⟨m, hm', h⟩ hx
+        · exact hR m hm' n hn' h
       · rcases mem_insert.1 hy with rfl | hy
         · exact ⟨y, mem_insert_self _ _, mem_starSet.2 ⟨1, one_smul G y⟩⟩
```
